# An upper bound on a time-odd moment over all normalised states also bounds its absolute value

## Can the lower bound on a magnetisation be read off from the upper one?

When I bound the staggered magnetisation of a small spin cluster, I do one optimisation and not two. I form $\sum_j c_j S^z_j$, where $S^z_j$ is the spin component on site $j$ and $c_j = \pm 1$ is the sublattice sign, and I find a number $b$ that its expectation value does not exceed in any normalised state. I then report the interval $[-b, b]$ without a separate minimisation. My justification is that every spin component $S^z_j$ changes sign under time reversal, so each state with moment $m$ has a partner with moment $-m$.

In general form: $T$ is antiunitary, $A_j$ are finitely many symmetric operators with $TA_j = -A_jT$, the $c_j$ and $b$ are real, and $\sum_j c_j\langle x, A_j x\rangle \le b$ for all unit vectors $x$. The claim is that $\lvert\sum_j c_j\langle x, A_j x\rangle\rvert \le b$ for all unit $x$. I lose track of the complex conjugates whenever an antilinear operator is moved through a bracket, and I am not sure which assumptions do any work. Is $T^2 = -1$ needed, or finite dimension? I would like to see the argument made rigorous and checked by a machine, preferably in Lean.

## The reversed state supplies the lower bound

The claim is correct, provided the upper bound holds for every unit vector of a space that $T$ and the $A_j$ map into itself. It needs neither $T^2 = \pm 1$ nor finite dimension, nor even that $T$ is onto.

### Expectation values in the state $Tx$

Let $E$ be a complex inner product space with $\langle x, y\rangle$ antilinear in $x$ and linear in $y$. The property of $T : E \to E$ that the argument uses is

$$\langle Tx, Ty\rangle = \langle y, x\rangle = \overline{\langle x, y\rangle} \qquad \text{for all } x, y \in E .$$

It says that reversal keeps all transition probabilities $\lvert\langle x, y\rangle\rvert^2$ and conjugates the amplitudes. A linear operator $A$ is odd if $TAx = -ATx$ for all $x$, which is the behaviour of spin and orbital angular momentum under time reversal.

Setting $y = x$ gives $\lVert Tx\rVert^2 = \lVert x\rVert^2$, and since norms are non-negative, $\lVert Tx\rVert = \lVert x\rVert$. A unit vector is sent to a unit vector.

For odd $A$, write the oddness relation as $ATx = -TAx$. Then

$$\langle Tx, ATx\rangle = \langle Tx, -TAx\rangle = -\langle Tx, TAx\rangle = -\langle Ax, x\rangle = -\overline{\langle x, Ax\rangle}.$$

The third equality is the defining property of $T$ with $y = Ax$, and the last is the Hermitian symmetry of the inner product. Conjugation leaves a real part unchanged, so $\operatorname{Re}\langle Tx, ATx\rangle = -\operatorname{Re}\langle x, Ax\rangle$.

Let $j$ run over a finite index set, let each $A_j$ be odd and each $c_j$ real, and define the moment

$$M(x) = \sum_j c_j \operatorname{Re}\langle x, A_j x\rangle .$$

Each term changes sign when $x$ is replaced by $Tx$, so $M(Tx) = -M(x)$. Suppose $M(y) \le b$ for every unit vector $y$, and let $x$ be a unit vector. The choice $y = x$ gives $M(x) \le b$. The choice $y = Tx$ is allowed because $\lVert Tx\rVert = 1$, and it gives $-M(x) \le b$. Together these say $\lvert M(x)\rvert \le b$.

Symmetry of the $A_j$ has not been used so far. If $\langle A_j x, y\rangle = \langle x, A_j y\rangle$ for all $x, y$, then $\overline{\langle x, A_j x\rangle} = \langle A_j x, x\rangle = \langle x, A_j x\rangle$, so each expectation value is real. The complex sum $\sum_j c_j\langle x, A_j x\rangle$ then equals $M(x)$, and its modulus is at most $b$, which is the claim in your form.

Two further statements come from the same step. Let $W$ be the set of real vectors $v$ with components $v_j = \operatorname{Re}\langle x, A_j x\rangle$ for some unit $x$. If $x$ produces $v$ then $Tx$ produces $-v$, and applying this to $-v$ gives the converse, so $-v \in W$ exactly when $v \in W$. Likewise the set $V$ of values of $M$ on unit vectors is closed under $m \mapsto -m$. If $b$ is the greatest element of $V$, then $-b \in V$, and for any $m \in V$ the value $-m$ is in $V$, so $-m \le b$ and $m \ge -b$. Thus $-b$ is the least element, and the converse runs the same way.

A two-dimensional example shows an odd operator with a non-zero expectation value. On $\mathbb{C}^2$ with components $x_0, x_1$, let $Kx = (\bar x_0, \bar x_1)$ and $\sigma_y x = (-i x_1, i x_0)$. Then $\langle Kx, Ky\rangle = x_0\bar y_0 + x_1\bar y_1 = \langle y, x\rangle$. Also $K\sigma_y x = (i\bar x_1, -i\bar x_0)$ and $\sigma_y Kx = (-i\bar x_1, i\bar x_0)$, so $\sigma_y$ is odd under $K$. Both $\langle\sigma_y x, y\rangle$ and $\langle x, \sigma_y y\rangle$ equal $i\bar x_1 y_0 - i\bar x_0 y_1$, so it is symmetric. For $x = (1, i)$ one finds $\sigma_y x = (1, i)$ and $\langle x, \sigma_y x\rangle = 2$, which is the value $1$ in the normalised state $(1, i)/\sqrt 2$.

### The Lean file

```lean
import Mathlib

open scoped InnerProductSpace
open ComplexConjugate

namespace OddOperatorBounds

noncomputable section

variable {E : Type*} [NormedAddCommGroup E] [InnerProductSpace ℂ E]
variable {ι : Type*} [Fintype ι]

/-- The map `T` conjugates all inner products, `⟪T x, T y⟫ = ⟪y, x⟫`. An antiunitary operator
is a surjective map with this property. -/
def IsAntiIsometry (T : E → E) : Prop := ∀ x y, ⟪T x, T y⟫_ℂ = ⟪y, x⟫_ℂ

/-- The linear operator `A` is odd under the map `T`: `T A = - A T`. -/
def IsOdd (T : E → E) (A : E →ₗ[ℂ] E) : Prop := ∀ x, T (A x) = -A (T x)

/-- The weighted moment `∑ c_j Re ⟪x, A_j x⟫` of the operators `A_j` in the state `x`. -/
def moment (c : ι → ℝ) (A : ι → E →ₗ[ℂ] E) (x : E) : ℝ := ∑ j, c j * (⟪x, A j x⟫_ℂ).re

/-- The values of the weighted moment attained in normalised states. -/
def momentValues (c : ι → ℝ) (A : ι → E →ₗ[ℂ] E) : Set ℝ :=
  {m | ∃ x : E, ‖x‖ = 1 ∧ moment c A x = m}

/-- The joint numerical range: all vectors `(Re ⟪x, A_j x⟫)_j` attained in normalised states. -/
def jointRange (A : ι → E →ₗ[ℂ] E) : Set (ι → ℝ) :=
  {v | ∃ x : E, ‖x‖ = 1 ∧ ∀ j, (⟪x, A j x⟫_ℂ).re = v j}

/-- A map `T` that conjugates all inner products preserves norms. -/
theorem norm_reversed {T : E → E} (hT : IsAntiIsometry T) (x : E) : ‖T x‖ = ‖x‖ := by
  have h := congrArg norm (hT x x)
  rw [inner_self_eq_norm_sq_to_K, inner_self_eq_norm_sq_to_K] at h
  have h2 : ‖T x‖ ^ 2 = ‖x‖ ^ 2 := by simpa using h
  exact (sq_eq_sq₀ (norm_nonneg _) (norm_nonneg _)).mp h2

/-- The expectation value of an odd operator in the reversed state `T x` is minus the complex
conjugate of its expectation value in `x`. -/
theorem expect_reversed {T : E → E} (hT : IsAntiIsometry T) {A : E →ₗ[ℂ] E}
    (hA : IsOdd T A) (x : E) : ⟪T x, A (T x)⟫_ℂ = -conj ⟪x, A x⟫_ℂ := by
  -- move `A` through `T`, then use that `T` conjugates inner products
  have h : A (T x) = -T (A x) := by rw [hA x, neg_neg]
  rw [h, inner_neg_right, hT, inner_conj_symm]

/-- The weighted moment of odd operators changes sign when `x` is replaced by `T x`, for `T`
conjugating all inner products. -/
theorem moment_reversed {T : E → E} (hT : IsAntiIsometry T) {A : ι → E →ₗ[ℂ] E}
    (hA : ∀ j, IsOdd T (A j)) (c : ι → ℝ) (x : E) : moment c A (T x) = -moment c A x := by
  unfold moment
  rw [← Finset.sum_neg_distrib]
  refine Finset.sum_congr rfl fun j _ => ?_
  rw [expect_reversed hT (hA j), Complex.neg_re, Complex.conj_re]
  ring

/-- An upper bound `b` on the weighted moment of odd operators over all normalised states
bounds its absolute value in every normalised state. -/
theorem abs_moment_le {T : E → E} (hT : IsAntiIsometry T) {A : ι → E →ₗ[ℂ] E}
    (hA : ∀ j, IsOdd T (A j)) (c : ι → ℝ) (b : ℝ)
    (hb : ∀ x : E, ‖x‖ = 1 → moment c A x ≤ b) (x : E) (hx : ‖x‖ = 1) :
    |moment c A x| ≤ b := by
  -- the bound applied to the reversed state gives the lower bound
  have h1 := hb (T x) (by rw [norm_reversed hT, hx])
  rw [moment_reversed hT hA] at h1
  exact abs_le.mpr ⟨by linarith, hb x hx⟩

/-- For symmetric odd operators, an upper bound `b` on the weighted moment over normalised
states bounds the modulus of `∑ c_j ⟪x, A_j x⟫` in every normalised state. -/
theorem norm_expect_le {T : E → E} (hT : IsAntiIsometry T) {A : ι → E →ₗ[ℂ] E}
    (hA : ∀ j, IsOdd T (A j)) (hS : ∀ j, (A j).IsSymmetric) (c : ι → ℝ) (b : ℝ)
    (hb : ∀ x : E, ‖x‖ = 1 → moment c A x ≤ b) (x : E) (hx : ‖x‖ = 1) :
    ‖∑ j, (c j : ℂ) * ⟪x, A j x⟫_ℂ‖ ≤ b := by
  -- expectation values of symmetric operators are real
  have hreal : ∀ j, (((⟪x, A j x⟫_ℂ).re : ℝ) : ℂ) = ⟪x, A j x⟫_ℂ := by
    intro j
    apply Complex.conj_eq_iff_re.mp
    rw [inner_conj_symm]
    exact hS j x x
  have hsum : ∑ j, (c j : ℂ) * ⟪x, A j x⟫_ℂ = ((moment c A x : ℝ) : ℂ) := by
    unfold moment
    rw [Complex.ofReal_sum]
    refine Finset.sum_congr rfl fun j _ => ?_
    rw [Complex.ofReal_mul, hreal j]
  rw [hsum, Complex.norm_real, Real.norm_eq_abs]
  exact abs_moment_le hT hA c b hb x hx

omit [Fintype ι] in
/-- The joint numerical range of odd operators is symmetric under inversion `v ↦ -v`. -/
theorem neg_mem_jointRange {T : E → E} (hT : IsAntiIsometry T) {A : ι → E →ₗ[ℂ] E}
    (hA : ∀ j, IsOdd T (A j)) (v : ι → ℝ) : -v ∈ jointRange A ↔ v ∈ jointRange A := by
  have key : ∀ w : ι → ℝ, w ∈ jointRange A → -w ∈ jointRange A := by
    rintro w ⟨x, hx, hw⟩
    refine ⟨T x, by rw [norm_reversed hT, hx], fun j => ?_⟩
    rw [expect_reversed hT (hA j), Complex.neg_re, Complex.conj_re, hw j, Pi.neg_apply]
  refine ⟨fun h => ?_, key v⟩
  have h2 := key _ h
  rwa [neg_neg] at h2

/-- The number `b` is the largest weighted moment of odd operators attained in a normalised
state exactly when `-b` is the smallest. -/
theorem isGreatest_iff_isLeast {T : E → E} (hT : IsAntiIsometry T) {A : ι → E →ₗ[ℂ] E}
    (hA : ∀ j, IsOdd T (A j)) (c : ι → ℝ) (b : ℝ) :
    IsGreatest (momentValues c A) b ↔ IsLeast (momentValues c A) (-b) := by
  -- the set of attained values is closed under negation
  have key : ∀ m, m ∈ momentValues c A → -m ∈ momentValues c A := by
    rintro m ⟨x, hx, hm⟩
    exact ⟨T x, by rw [norm_reversed hT, hx], by rw [moment_reversed hT hA, hm]⟩
  constructor
  · rintro ⟨h1, h2⟩
    refine ⟨key b h1, fun m hm => ?_⟩
    have h3 : -m ≤ b := h2 (key m hm)
    linarith
  · rintro ⟨h1, h2⟩
    refine ⟨by simpa using key _ h1, fun m hm => ?_⟩
    have h3 : -b ≤ -m := h2 (key m hm)
    linarith

/-- Componentwise complex conjugation on `ℂ²`. -/
def conjK (x : EuclideanSpace ℂ (Fin 2)) : EuclideanSpace ℂ (Fin 2) :=
  !₂[conj (x 0), conj (x 1)]

/-- The Pauli operator `σ_y` on `ℂ²`. -/
def sigmaY : EuclideanSpace ℂ (Fin 2) →ₗ[ℂ] EuclideanSpace ℂ (Fin 2) where
  toFun x := !₂[-Complex.I * x 1, Complex.I * x 0]
  map_add' x y := by
    ext i
    fin_cases i <;> simp [mul_add]
  map_smul' a x := by
    ext i
    fin_cases i <;> simp <;> ring

/-- Complex conjugation on `ℂ²` conjugates inner products, `σ_y` is symmetric and odd under it,
and `⟪x, σ_y x⟫ = 2` for `x = (1, i)`. -/
theorem odd_witness :
    IsAntiIsometry conjK ∧ IsOdd conjK sigmaY ∧ sigmaY.IsSymmetric ∧
      ⟪(!₂[1, Complex.I] : EuclideanSpace ℂ (Fin 2)), sigmaY !₂[1, Complex.I]⟫_ℂ = 2 := by
  refine ⟨fun x y => ?_, fun x => ?_, fun x y => ?_, ?_⟩
  · simp [conjK, PiLp.inner_apply, Fin.sum_univ_two]
    ring
  · ext i
    fin_cases i <;> simp [conjK, sigmaY]
  · simp [sigmaY, PiLp.inner_apply, Fin.sum_univ_two]
    ring
  · rw [PiLp.inner_apply, Fin.sum_univ_two]
    simp [sigmaY]
    norm_num

end

end OddOperatorBounds
```

```lean
#print axioms OddOperatorBounds.abs_moment_le
-- 'OddOperatorBounds.abs_moment_le' depends on axioms: [propext, Classical.choice, Quot.sound]
#print axioms OddOperatorBounds.norm_expect_le
-- 'OddOperatorBounds.norm_expect_le' depends on axioms: [propext, Classical.choice, Quot.sound]
#print axioms OddOperatorBounds.neg_mem_jointRange
-- 'OddOperatorBounds.neg_mem_jointRange' depends on axioms: [propext, Classical.choice, Quot.sound]
#print axioms OddOperatorBounds.isGreatest_iff_isLeast
-- 'OddOperatorBounds.isGreatest_iff_isLeast' depends on axioms: [propext, Classical.choice, Quot.sound]
```

### What the definitions and theorems say

The state space `E` is any complex inner product space, with no completeness and no condition on the dimension. Mathlib's `⟪x, y⟫_ℂ` is antilinear in the first slot, as in bra-ket notation. The map `T : E → E` is a bare function, and `IsAntiIsometry T` is exactly the relation $\langle Tx, Ty\rangle = \langle y, x\rangle$. Every antiunitary operator satisfies it, so the theorems apply to them, and to maps that are not onto as well. An operator `A : E →ₗ[ℂ] E` is complex-linear and defined on all of $E$, with no continuity required. `IsOdd T A` is $TA = -AT$ evaluated on each vector. The index type `ι` labels the operators, `moment c A x` is $M(x)$, `momentValues c A` is $V$ and `jointRange A` is $W$. For symmetric $A_j$ the real parts are the expectation values themselves, and $W$ is the joint numerical range in the usual sense.

The main theorem `abs_moment_le` reads: if $T$ conjugates inner products, every $A_j$ is odd, and `hb` holds, meaning $M(x) \le b$ for all $x$ of norm one, then $\lvert M(x)\rvert \le b$ for each $x$ of norm one. The number $b$ stands for whatever upper estimate a calculation has delivered; it is assumed and need not be sharp. `norm_expect_le` adds `hS`, the symmetry of each $A_j$, and concludes that the complex number $\sum_j c_j\langle x, A_j x\rangle$ has modulus at most $b$. Its hypothesis is still phrased through `moment`, since an inequality $\le b$ needs a real left-hand side. The role of `hS` can be seen from $A = i\cdot 1$ on $\mathbb{C}^2$: it is odd under $K$ and not symmetric, its moment with weight $1$ vanishes so that $b = 0$ is an upper bound, and yet $\lvert\langle x, Ax\rangle\rvert = 1$ on unit vectors.

The next two theorems also assume that $T$ conjugates inner products and that every $A_j$ is odd. `neg_mem_jointRange` is the inversion symmetry of $W$. It involves no sum and holds for an infinite family of operators too. `isGreatest_iff_isLeast` uses `IsGreatest` and `IsLeast`, each of which means a bound that is attained by some unit vector. The theorem is an equivalence and does not assert that a greatest value exists. `odd_witness` states the four facts about $K$ and $\sigma_y$, with the expectation value $2$ given for the unnormalised vector $(1, i)$.

The smallest cases behave sensibly. With no operators the moment is $0$ and the conclusion is $0 \le b$, which `hb` gives at the unit vector in question. If $E$ is the zero space there are no unit vectors, $V$ and $W$ are empty, and both sides of each equivalence are false.

Several things are assumed or left aside. Oddness of the $A_j$ is a hypothesis, and the time-reversal operator of a spin cluster is not constructed. The map `conjK` squares to $+1$ and is not the spin-½ time reversal $i\sigma_y K$, which reverses all three Pauli operators, whereas $K$ reverses $\sigma_y$ and commutes with $\sigma_x$ and $\sigma_z$. States are vectors, so density matrices are not treated. No Hamiltonian and no eigenvalue appears, so identifying $b$ with the largest eigenvalue of $\sum_j c_j A_j$ is a separate step. An unbounded operator such as orbital angular momentum fits only if $E$ is taken to be a domain that $T$ and all $A_j$ map into itself.

The requirement that $T$ acts within $E$ is the one to watch in a calculation. In a sector of fixed total $S^z = s > 0$ the inequality $-\langle x, S^z x\rangle \le -s$ holds for all unit vectors, while $\lvert\langle x, S^z x\rangle\rvert \le -s$ is false. There is no conflict, because time reversal carries that sector to the one with $-s$. For your cluster, the interval $[-b, b]$ is justified when $b$ bounds the moment over all pure states of the full spin space, or of a subspace that $T$ and each $A_j$ preserve, such as the sector of total $S^z = 0$ for the operators $S^z_j$.

### How the tactic steps follow the derivation

`norm_reversed` starts from `hT x x`, which is $\langle Tx, Tx\rangle = \langle x, x\rangle$ in $\mathbb{C}$. It takes the modulus of both sides and uses `inner_self_eq_norm_sq_to_K` to write each bracket as a squared norm, which yields the real equation `h2`. Then `sq_eq_sq₀` removes the squares, given that both norms are non-negative.

`expect_reversed` is the displayed chain of equalities. The step `h` is $ATx = -TAx$, and the four rewrites in its last line are taken apart below.

`moment_reversed` moves the minus sign inside the sum and compares term by term with `Finset.sum_congr`. In each term `expect_reversed` gives $-\overline{z}$ with $z = \langle x, A_j x\rangle$, and `Complex.neg_re` and `Complex.conj_re` reduce its real part to $-\operatorname{Re} z$.

In `abs_moment_le`, `h1` is the hypothesis `hb` at the vector `T x`, whose norm is one by `norm_reversed`. Rewriting with `moment_reversed` turns it into $-M(x) \le b$. The lemma `abs_le` splits $\lvert M(x)\rvert \le b$ into $-b \le M(x)$, a rearrangement of `h1`, and $M(x) \le b$, which is `hb x hx`.

`norm_expect_le` first shows in `hreal` that each expectation value equals its own real part. Then `hsum` identifies the complex sum with the real number $M(x)$ viewed in $\mathbb{C}$, its modulus becomes an absolute value, and `abs_moment_le` finishes.

In `neg_mem_jointRange` and `isGreatest_iff_isLeast`, the statement `key` is closure under negation, proved by offering `T x` as the new unit vector. The first theorem applies `key` to $v$ for one direction and to $-v$ for the other. The second uses it once to show that the extreme value is attained and once, in `h3`, to transfer the bound from $-m$ to $m$. `odd_witness` expands each inner product into its two components and checks the identities computed above.

### Where the conjugate enters: `inner_conj_symm`

The conjugate that an antiunitary $T$ produces, and a unitary one would not, appears in `expect_reversed`. The last line of that proof rests on `inner_conj_symm`, which states $\overline{\langle y, x\rangle} = \langle x, y\rangle$. The goal begins as $\langle Tx, ATx\rangle = -\overline{\langle x, Ax\rangle}$. Rewriting with `h` makes the left side $\langle Tx, -TAx\rangle$, and `inner_neg_right` pulls out the sign. Now `hT`, an equation for all pairs of vectors, matches the bracket with $T$ in both slots and replaces it by $\langle Ax, x\rangle$. Finally `inner_conj_symm` acts on the right side, where it turns the conjugate of $\langle x, Ax\rangle$ into $\langle Ax, x\rangle$, and the two sides coincide.

No scalar ever passes through $T$ in this proof: $T$ enters only through the oddness relation and the relation between inner products, and the minus sign is pulled out of the bracket by `inner_neg_right`. Since `IsAntiIsometry` is written with swapped slots rather than with an explicit conjugate, the conjugate is recorded by the order of the arguments and converted once. The same lemma does the work in `hreal`: `Complex.conj_eq_iff_re` reduces reality of $z$ to $\bar z = z$, `inner_conj_symm` rewrites this as $\langle A_j x, x\rangle = \langle x, A_j x\rangle$, and that is `hS j x x`.

### Taking $T$ as a conjugate-linear bijection

A closer match to the word "antiunitary" would take $T$ as a conjugate-linear, norm-preserving bijection of $E$, a type that Mathlib provides. Norm preservation would then be part of the data, and so would $T(x + y) = Tx + Ty$, $T(ax) = \bar a\,Tx$ for complex $a$, and an inverse. The relation $\langle Tx, Ty\rangle = \langle y, x\rangle$ would have to be recovered from norm preservation by polarisation before `expect_reversed` could start.

The difference in scope is surjectivity alone, by an argument that the file does not contain. The relation makes $T(x + y) - Tx - Ty$ and $T(ax) - \bar a\,Tx$ orthogonal to every vector $Tz$ with $z \in E$, hence to themselves, so they vanish and $T$ is antilinear. In finite dimension an antilinear map that preserves norms is onto, and the two descriptions then cover the same maps, while on an infinite-dimensional Hilbert space the bijective one is narrower (conjugating the components in an orthonormal basis and then shifting along an infinite sequence of basis vectors gives a map that satisfies the relation and is not onto). The inverse would be wanted for statements about $TAT^{-1}$. The bound on the moment only ever passes from $x$ to $Tx$.
